# Clamping two real vectors to the same componentwise bounds never increases their Euclidean distance

Clamping replaces each component of a real vector by `max (l i) (min (x i) (u i))`, as when trial occupation numbers are cut back to lie between 0 and 1. The theorem `clamp_nonexpansive` says that if two vectors `x` and `y` are clamped with the same `l` and `u`, the squared Euclidean distance between the results is at most that between `x` and `y`. The vectors have finitely many components, and `l i ≤ u i` is not assumed. The attempt compares the two sums of squares term by term, using Mathlib's bounds on the difference of two maxima and of two minima.

This version doesn't compile in Lean 4 with Mathlib:

```lean
import Mathlib

open Matrix Filter Topology

namespace ClampNonexpansive

noncomputable section

variable {n : Type*} [Fintype n]

/-- Componentwise clamping of `x` to the bounds `l` and `u`. -/
def clamp (l u x : n → ℝ) : n → ℝ := fun i => max (l i) (min (x i) (u i))

/-- Clamping never increases the squared Euclidean distance between two points. -/
theorem clamp_nonexpansive (l u x y : n → ℝ) :
    (clamp l u x - clamp l u y) ⬝ᵥ (clamp l u x - clamp l u y) ≤ (x - y) ⬝ᵥ (x - y) := by
  simp only [dotProduct, Pi.sub_apply, clamp]
  refine Finset.sum_le_sum fun i _ => ?_
  have h1 := abs_max_sub_max_le_max (l i) (min (x i) (u i)) (l i) (min (y i) (u i))
  have h2 := abs_min_sub_min_le_max (x i) (u i) (y i) (u i)
  rw [sub_self, abs_zero, max_eq_right (abs_nonneg _)] at h1
  rw [sub_self, abs_zero, max_eq_left (abs_nonneg _)] at h2
  have h3 := sq_le_sq.2 (h1.trans h2)
  rwa [pow_two, pow_two] at h3

end

end ClampNonexpansive
```

Lean reports:

```
Main.lean:21:39: error: Application type mismatch: The argument
  abs_nonneg ?m.95
has type
  0 ≤ |?m.95|
but is expected to have type
  l i ≤ min (x i) (u i)
in the application
  max_eq_right (abs_nonneg ?m.95)
```

Cause. The first `rw` was meant to simplify the maximum on the right of `h1`, which is 0 against an absolute value by the time `max_eq_right` is used. The argument `abs_nonneg _` looks as if it restricts the rewrite to a maximum of that form, but Lean put off matching it with the hypothesis of `max_eq_right` until after the rewrite. The search was therefore for any maximum at all, and the first one in `h1` is `max (l i) (min (x i) (u i))`, from the clamping. That choice made the required hypothesis `l i ≤ min (x i) (u i)`, which `abs_nonneg` cannot prove, hence the type mismatch.

The repair does not rewrite `h1`. It extends the inequality with `h1.trans`, where `max_le` bounds the right-hand maximum by its second entry: `simp` shows that `|l i - l i|` is no larger, and `le_rfl` handles the entry itself. No search for a maximum is involved.

The change to `h2` is mere tidying, since its only maximum is the intended one. The line defining `h3` just takes up the new names.

As a diff, the version that Lean accepts:

```diff
@@ -19,7 +19,7 @@
   have h1 := abs_max_sub_max_le_max (l i) (min (x i) (u i)) (l i) (min (y i) (u i))
   have h2 := abs_min_sub_min_le_max (x i) (u i) (y i) (u i)
-  rw [sub_self, abs_zero, max_eq_right (abs_nonneg _)] at h1
-  rw [sub_self, abs_zero, max_eq_left (abs_nonneg _)] at h2
-  have h3 := sq_le_sq.2 (h1.trans h2)
+  have h1' := h1.trans (max_le (by simp) le_rfl)
+  have h2' := h2.trans (max_le le_rfl (by simp))
+  have h3 := sq_le_sq.2 (h1'.trans h2')
   rwa [pow_two, pow_two] at h3
 
```
